# At most one supersymmetric partner on the line has a normalisable zero mode

Let $W:\mathbb R\to\mathbb R$ be a superpotential and $\psi:\mathbb R\to\mathbb C$ a wavefunction. The two first-order operators are

$$A\psi=\psi'+W\psi,\qquad A^\dagger\psi=-\psi'+W\psi .$$

A real function $F$ with $F'=W$ everywhere is an antiderivative of $W$. The statement in the title is proved for every $W$ that has an antiderivative, in particular for every continuous $W$, and it concerns zero modes that are not identically zero. Units are chosen so that $\hbar=2m=1$, with $m$ the mass of the particle, and no constants appear in $A$.

```lean
import Mathlib

open MeasureTheory

namespace SusyZeroModes

noncomputable section
```

The first line loads Mathlib, Lean's mathematical library. `MeasureTheory` supplies the Lebesgue integral, and the namespace prefixes the names that follow.

```lean
/-- The first-order operator `A ψ = ψ' + W ψ` with superpotential `W`. -/
def opA (W : ℝ → ℝ) (ψ : ℝ → ℂ) : ℝ → ℂ := fun x => deriv ψ x + (W x : ℂ) * ψ x
```

`opA` takes $W$ and $\psi$ and returns the function $x\mapsto\psi'(x)+W(x)\psi(x)$. The notation `(W x : ℂ)` regards the real number $W(x)$ as a complex one.

```lean
/-- The formal adjoint `A† ψ = -ψ' + W ψ`. -/
def opAdj (W : ℝ → ℝ) (ψ : ℝ → ℂ) : ℝ → ℂ := fun x => -deriv ψ x + (W x : ℂ) * ψ x
```

`opAdj` is $A^\dagger$. The adjoint is formal: the sign of the derivative is reversed, as integration by parts suggests, but no Hilbert-space domain is specified.

```lean
/-- A zero mode of `D` is a differentiable wavefunction annihilated by `D`. -/
def IsZeroMode (D : (ℝ → ℂ) → ℝ → ℂ) (ψ : ℝ → ℂ) : Prop :=
  Differentiable ℝ ψ ∧ ∀ x, D ψ x = 0
```

A zero mode of an operator `D` is differentiable at every point and satisfies $D\psi=0$ at every point. Differentiability has to be required separately, because Lean's `deriv` returns zero where no derivative exists.

```lean
/-- A wavefunction is normalisable when `|ψ|²` is integrable over the line. -/
def Normalisable (ψ : ℝ → ℂ) : Prop := Integrable (fun x => ‖ψ x‖ ^ 2)
```

Normalisable means $\int|\psi|^2\,dx<\infty$, with $|\psi|^2$ measurable. The norm need not be one, and the zero function qualifies, so the theorems below conclude that a function "vanishes identically".

For a single particle on the line with differentiable $W$, the products $A^\dagger A$ and $AA^\dagger$ are the partner Hamiltonians $-d^2/dx^2+W^2\mp W'$, and their normalisable zero-energy solutions are the normalisable zero modes of $A$ and $A^\dagger$ respectively. Without normalisability this fails: for $W=0$ the function $\psi=x$ satisfies $A^\dagger A\psi=0$ but not $A\psi=0$. The file itself works only with the first-order operators.

## Solving the first-order equations

```lean
/-- If `F' = W`, the zero modes of `A` are exactly the multiples of `exp (-F)`. -/
theorem zeroMode_opA_iff {W F : ℝ → ℝ} (hF : ∀ x, HasDerivAt F (W x) x) (ψ : ℝ → ℂ) :
    IsZeroMode (opA W) ψ ↔ ∃ c : ℂ, ∀ x, ψ x = c * ((Real.exp (-F x) : ℝ) : ℂ) := by
  constructor
  · rintro ⟨hd, h0⟩
    -- the product ψ exp(F) has zero derivative
    have h : ∀ x, HasDerivAt (fun y => ψ y * ((Real.exp (F y) : ℝ) : ℂ)) 0 x := by
      intro x
      have h1 := (hd x).hasDerivAt.fun_mul (hF x).exp.ofReal_comp
      refine h1.congr_deriv ?_
      have h2 := h0 x
      simp only [opA] at h2
      rw [Complex.ofReal_mul]
      linear_combination ((Real.exp (F x) : ℝ) : ℂ) * h2
    refine ⟨ψ 0 * ((Real.exp (F 0) : ℝ) : ℂ), fun x => ?_⟩
    have hc : ψ x * ((Real.exp (F x) : ℝ) : ℂ) = ψ 0 * ((Real.exp (F 0) : ℝ) : ℂ) :=
      is_const_of_deriv_eq_zero (fun y => (h y).differentiableAt) (fun y => (h y).deriv) x 0
    have he : ((Real.exp (F x) : ℝ) : ℂ) * ((Real.exp (-F x) : ℝ) : ℂ) = 1 := by
      rw [← Complex.ofReal_mul, ← Real.exp_add, add_neg_cancel, Real.exp_zero,
        Complex.ofReal_one]
    linear_combination ((Real.exp (-F x) : ℝ) : ℂ) * hc - ψ x * he
  · rintro ⟨c, hc⟩
    obtain rfl : ψ = fun x => c * ((Real.exp (-F x) : ℝ) : ℂ) := funext hc
    have hd : ∀ x, HasDerivAt (fun y => c * ((Real.exp (-F y) : ℝ) : ℂ))
        (c * ((Real.exp (-F x) * -W x : ℝ) : ℂ)) x :=
      fun x => ((hF x).fun_neg.exp.ofReal_comp).const_mul c
    refine ⟨fun x => (hd x).differentiableAt, fun x => ?_⟩
    simp only [opA]
    rw [(hd x).deriv]
    push_cast
    ring
```

The hypothesis `hF` says that $F$ has derivative $W(x)$ at each $x$. The theorem says that $\psi$ is a zero mode of $A$ if and only if $\psi=c\,e^{-F}$ for some complex $c$.

By hand, suppose $\psi'+W\psi=0$. Then

$$(\psi e^{F})'=(\psi'+W\psi)e^{F}=0,$$

so $\psi e^F$ is constant, equal to $c=\psi(0)e^{F(0)}$. Multiplying by $e^{-F}$ gives $\psi=c\,e^{-F}$. Conversely, this function has derivative $-W\psi$, so $A\psi=0$.

The proof has the same two halves. In the first, `h` is the vanishing derivative, `is_const_of_deriv_eq_zero` gives the constant, and `linear_combination` checks the algebra. In the second, `hd` differentiates the exponential and `ring` confirms the cancellation.

```lean
/-- If `F' = W`, the zero modes of `A†` are exactly the multiples of `exp F`. -/
theorem zeroMode_opAdj_iff {W F : ℝ → ℝ} (hF : ∀ x, HasDerivAt F (W x) x) (ψ : ℝ → ℂ) :
    IsZeroMode (opAdj W) ψ ↔ ∃ c : ℂ, ∀ x, ψ x = c * ((Real.exp (F x) : ℝ) : ℂ) := by
  -- A† is minus the operator A with the opposite superpotential
  have h := zeroMode_opA_iff (W := fun x => -W x) (F := fun x => -F x)
    (fun x => (hF x).fun_neg) ψ
  simp only [neg_neg] at h
  rw [← h]
  refine and_congr_right fun _ => forall_congr' fun x => ?_
  simp only [opA, opAdj, Complex.ofReal_neg]
  constructor <;> intro h' <;> linear_combination -h'
```

The zero modes of $A^\dagger$ are exactly $c\,e^{F}$. Since $A^\dagger\psi=-(\psi'-W\psi)$, the equation $A^\dagger\psi=0$ is the previous one with $W$ replaced by $-W$ and $F$ by $-F$. The proof applies `zeroMode_opA_iff` with these replacements and then accounts for the overall sign.

## Why both cannot be normalisable

```lean
/-- For any real function `F`, `exp (-F)` and `exp F` are not both normalisable. -/
theorem not_both_normalisable (F : ℝ → ℝ) :
    ¬ (Normalisable (fun x => ((Real.exp (-F x) : ℝ) : ℂ)) ∧
      Normalisable (fun x => ((Real.exp (F x) : ℝ) : ℂ))) := by
  rintro ⟨h1, h2⟩
  simp only [Normalisable, Complex.norm_real, Real.norm_eq_abs, Real.abs_exp] at h1 h2
  -- the two densities add up to at least one at every point
  have key : ∀ x, ‖(1 : ℝ)‖ ≤ Real.exp (-F x) ^ 2 + Real.exp (F x) ^ 2 := by
    intro x
    have he : Real.exp (-F x) * Real.exp (F x) = 1 := by
      rw [← Real.exp_add, neg_add_cancel, Real.exp_zero]
    rw [norm_one]
    nlinarith [sq_nonneg (Real.exp (-F x) - Real.exp (F x))]
  have h : Integrable (fun _ : ℝ => (1 : ℝ)) :=
    (h1.add h2).mono' aestronglyMeasurable_const (Filter.Eventually.of_forall key)
  simp [integrable_const_iff, isFiniteMeasure_iff] at h
```

This holds for any real function $F$, with no differentiability assumed. Put $a=e^{-F(x)}$ and $b=e^{F(x)}$. Then $ab=1$, and $(a-b)^2\ge0$ gives

$$e^{-2F(x)}+e^{2F(x)}=a^2+b^2\ge 2ab=2\ge1 .$$

If both densities were integrable, their sum would be too, and so would the smaller constant function $1$. But the line has infinite length, which is a contradiction.

In Lean, `key` is the pointwise bound, `mono'` is the comparison of integrable functions, and the last `simp` uses the infinite measure of the line. The argument depends on that infinite length, so it does not carry over to a finite interval.

```lean
/-- If a nonzero multiple of a wavefunction is normalisable, so is the wavefunction. -/
theorem normalisable_of_mul {c : ℂ} (hc : c ≠ 0) {g : ℝ → ℂ}
    (h : Normalisable (fun x => c * g x)) : Normalisable g := by
  have hn : ‖c‖ ≠ 0 := norm_ne_zero_iff.mpr hc
  unfold Normalisable at *
  refine (h.const_mul ((‖c‖ ^ 2)⁻¹)).congr (Filter.Eventually.of_forall fun x => ?_)
  simp only [norm_mul, mul_pow]
  exact inv_mul_cancel_left₀ (pow_ne_zero 2 hn) _
```

If $c\ne0$ and $cg$ is normalisable, then so is $g$, because $|g|^2=|c|^{-2}|cg|^2$. The proof multiplies the integrable density by $|c|^{-2}$.

```lean
/-- If `F' = W`, then of two normalisable zero modes, one of `A` and one of `A†`,
at least one vanishes identically. -/
theorem at_most_one_zero_mode {W F : ℝ → ℝ} (hF : ∀ x, HasDerivAt F (W x) x)
    {ψ φ : ℝ → ℂ} (hψ : IsZeroMode (opA W) ψ) (hφ : IsZeroMode (opAdj W) φ)
    (nψ : Normalisable ψ) (nφ : Normalisable φ) :
    (∀ x, ψ x = 0) ∨ (∀ x, φ x = 0) := by
  obtain ⟨c, hc⟩ := (zeroMode_opA_iff hF ψ).mp hψ
  obtain ⟨d, hd⟩ := (zeroMode_opAdj_iff hF φ).mp hφ
  by_cases c0 : c = 0
  · exact Or.inl fun x => by rw [hc x, c0, zero_mul]
  by_cases d0 : d = 0
  · exact Or.inr fun x => by rw [hd x, d0, zero_mul]
  -- otherwise both exponentials would be normalisable
  rw [funext hc] at nψ
  rw [funext hd] at nφ
  exact (not_both_normalisable F ⟨normalisable_of_mul c0 nψ, normalisable_of_mul d0 nφ⟩).elim
```

Let $\psi$ be a normalisable zero mode of $A$ and $\varphi$ one of $A^\dagger$. The conclusion is that $\psi$ is zero everywhere or $\varphi$ is zero everywhere.

By the two classifications, $\psi=c\,e^{-F}$ and $\varphi=d\,e^{F}$. If $c=0$ or $d=0$, the corresponding function vanishes. Otherwise both constants can be divided out, making $e^{-F}$ and $e^{F}$ both normalisable, which has just been excluded. The two `by_cases` lines make this division into cases.

```lean
/-- For every continuous superpotential, of two normalisable zero modes, one of `A` and
one of `A†`, at least one vanishes identically. -/
theorem at_most_one_zero_mode_of_continuous {W : ℝ → ℝ} (hW : Continuous W)
    {ψ φ : ℝ → ℂ} (hψ : IsZeroMode (opA W) ψ) (hφ : IsZeroMode (opAdj W) φ)
    (nψ : Normalisable ψ) (nφ : Normalisable φ) :
    (∀ x, ψ x = 0) ∨ (∀ x, φ x = 0) :=
  at_most_one_zero_mode (F := fun u => ∫ x in (0 : ℝ)..u, W x)
    (fun x => (hW.integral_hasStrictDerivAt 0 x).hasDerivAt) hψ hφ nψ nφ
```

For continuous $W$, no antiderivative has to be supplied: one may take

$$F(u)=\int_0^u W(x)\,dx ,$$

and the fundamental theorem of calculus, here `integral_hasStrictDerivAt`, gives $F'=W$. Superpotentials with jumps or singular points are not covered.

## Neither partner, or one

```lean
/-- If `F' = W` with `F` odd, every normalisable zero mode of `A` or of `A†` vanishes
identically. -/
theorem no_zero_mode_of_odd {W F : ℝ → ℝ} (hF : ∀ x, HasDerivAt F (W x) x)
    (hodd : ∀ x, F (-x) = -F x) {ψ : ℝ → ℂ}
    (hψ : IsZeroMode (opA W) ψ ∨ IsZeroMode (opAdj W) ψ) (nψ : Normalisable ψ) :
    ∀ x, ψ x = 0 := by
  rcases hψ with h | h
  · obtain ⟨c, hc⟩ := (zeroMode_opA_iff hF ψ).mp h
    by_cases c0 : c = 0
    · exact fun x => by rw [hc x, c0, zero_mul]
    rw [funext hc] at nψ
    have h1 := normalisable_of_mul c0 nψ
    -- reflection turns exp(-F) into exp(F)
    have h2 := Integrable.comp_neg h1
    simp only [hodd, neg_neg] at h2
    exact (not_both_normalisable F ⟨h1, h2⟩).elim
  · obtain ⟨c, hc⟩ := (zeroMode_opAdj_iff hF ψ).mp h
    by_cases c0 : c = 0
    · exact fun x => by rw [hc x, c0, zero_mul]
    rw [funext hc] at nψ
    have h1 := normalisable_of_mul c0 nψ
    have h2 := Integrable.comp_neg h1
    simp only [hodd] at h2
    exact (not_both_normalisable F ⟨h2, h1⟩).elim
```

If $F(-x)=-F(x)$, neither operator has a nonzero normalisable zero mode. Suppose $c\,e^{-F}$ were one, with $c\neq0$. Then $e^{-F}$ would be normalisable, and reflecting $x\to-x$ preserves the integral:

$$\int e^{-2F(x)}dx=\int e^{-2F(-x)}dx=\int e^{2F(x)}dx .$$

Thus $e^F$ would be normalisable too, a contradiction. The case of $A^\dagger$ is the same with the exponentials exchanged. `Integrable.comp_neg` performs the reflection, and `hodd` rewrites $F(-x)$.

An example is $W=x^2$ with $F=x^3/3$: each exponential decays on one side and grows on the other. "At most one" therefore cannot be sharpened to "exactly one".

```lean
/-- For `W = ω x` with `ω > 0`, the Gaussian `exp (-ω x² / 2)` is a normalisable zero mode
of `A`. -/
theorem oscillator_zero_mode {ω : ℝ} (hω : 0 < ω) :
    IsZeroMode (opA fun x => ω * x) (fun x => ((Real.exp (-(ω * x ^ 2 / 2)) : ℝ) : ℂ)) ∧
      Normalisable (fun x => ((Real.exp (-(ω * x ^ 2 / 2)) : ℝ) : ℂ)) := by
  constructor
  · have hF : ∀ x : ℝ, HasDerivAt (fun y : ℝ => ω * y ^ 2 / 2) (ω * x) x := by
      intro x
      have e : (fun y : ℝ => ω * y ^ 2 / 2) = fun y => ω / 2 * (y * y) := by
        funext y
        ring
      rw [e]
      exact (((hasDerivAt_id' x).fun_mul (hasDerivAt_id' x)).const_mul (ω / 2)).congr_deriv
        (by ring)
    exact (zeroMode_opA_iff hF _).mpr ⟨1, fun x => (one_mul _).symm⟩
  · refine (integrable_exp_neg_mul_sq hω).congr (Filter.Eventually.of_forall fun x => ?_)
    simp only [Complex.norm_real, Real.norm_eq_abs, Real.abs_exp]
    rw [pow_two (Real.exp _), ← Real.exp_add]
    congr 1
    ring

end

end SusyZeroModes
```

For $W=\omega x$ with $\omega>0$, take $F=\omega x^2/2$. Then $F'=\omega x$, and the classification with $c=1$ shows that $e^{-\omega x^2/2}$ is a zero mode of $A$. Its density is $e^{-\omega x^2}$, a convergent Gaussian, which Mathlib provides as `integrable_exp_neg_mul_sq`.

The function in the code is unnormalised. Since $\int e^{-\omega x^2}dx=\sqrt{\pi/\omega}$, the unit-norm state is $(\omega/\pi)^{1/4}e^{-\omega x^2/2}$, the ground state of the oscillator Hamiltonian $A^\dagger A=-d^2/dx^2+\omega^2x^2-\omega$. Its levels are $2\omega$ apart, so in these units $\omega$ is half the oscillator's angular frequency. As this mode is nonzero, `at_most_one_zero_mode` leaves $A^\dagger$ with no nonzero normalisable zero mode.

```lean
#print axioms SusyZeroModes.at_most_one_zero_mode_of_continuous
#print axioms SusyZeroModes.no_zero_mode_of_odd
#print axioms SusyZeroModes.oscillator_zero_mode
```

```
'SusyZeroModes.at_most_one_zero_mode_of_continuous' depends on axioms: [propext, Classical.choice, Quot.sound]
'SusyZeroModes.no_zero_mode_of_odd' depends on axioms: [propext, Classical.choice, Quot.sound]
'SusyZeroModes.oscillator_zero_mode' depends on axioms: [propext, Classical.choice, Quot.sound]
```
